# Particle-hole substitution in the bipartite Hubbard model with real hopping, symmetric about half filling: both spins preserve H, spin down alone reverses U

Let $c_0$ and $c_1$ annihilate an electron of one fixed spin on sites 0 and 1, joined by the hopping operator $c_0^\dagger c_1 + c_1^\dagger c_0$. Replace $c_0$ by $c_0^\dagger$ and $c_1$ by $-c_1^\dagger$. Then

$$c_0^\dagger c_1 \;\to\; c_0\,(-c_1^\dagger) = c_1^\dagger c_0 ,\qquad c_1^\dagger c_0 \;\to\; -c_1 c_0^\dagger = c_0^\dagger c_1 .$$

The two terms trade places and their sum is unchanged. The occupation $n_0 = c_0^\dagger c_0$ becomes $c_0 c_0^\dagger = 1 - n_0$, so $n_0 - \tfrac12$ changes sign. An interaction that multiplies one such factor for each spin keeps its sign if both spins are substituted and reverses it if only one is.

## Modes, lattice and Hamiltonian

In Lean 4 with Mathlib:

```lean
import Mathlib

open Matrix
open scoped Kronecker

namespace HubbardParticleHole

noncomputable section
```

Each site carries two spin states.

```lean
/-- The two spin states of an electron. -/
inductive Spin
  | up
  | down
  deriving DecidableEq

/-- There are exactly two spin states. -/
instance : Fintype Spin where
  elems := {.up, .down}
  complete s := by cases s <;> simp
```

The operators $c_{is}$, for site $i$ and spin $s$, are elements of a ring `A` whose `star` is the adjoint. They satisfy

$$\{c_{is},c_{jr}\}=0,\qquad \{c_{is},c_{jr}^\dagger\}=\delta_{ij}\delta_{sr}.$$

No Fock space is chosen; any representation of these relations will do.

```lean
variable {ι A : Type*} [DecidableEq ι] [Ring A] [StarRing A]

/-- The canonical anticommutation relations for annihilation operators `c i s`
labelled by site and spin; `star` is the adjoint. -/
structure IsCAR (c : ι → Spin → A) : Prop where
  anti : ∀ i s j r, c i s * c j r + c j r * c i s = 0
  mixed : ∀ i s j r, c i s * star (c j r) + star (c j r) * c i s =
    if i = j ∧ s = r then 1 else 0
```

Each site has a sign $\varepsilon_i=\pm1$ that names its sublattice. The hopping amplitudes $t_{ij}$ are real and symmetric, and vanish unless $\varepsilon_j=-\varepsilon_i$. This excludes on-site energies and hopping within a sublattice, as well as complex amplitudes from a magnetic field.

```lean
/-- Sublattice signs `ε i = ±1` and a real symmetric hopping matrix `t` that connects
only sites of opposite sign. -/
structure IsBipartite (ε : ι → ℝ) (t : Matrix ι ι ℝ) : Prop where
  sign : ∀ i, ε i = 1 ∨ ε i = -1
  symm : ∀ i j, t i j = t j i
  bond : ∀ i j, t i j ≠ 0 → ε j = -ε i
```

The occupation number is $n_{is}=c_{is}^\dagger c_{is}$.

```lean
/-- The occupation number operator of site `i` and spin `s`. -/
def number (c : ι → Spin → A) (i : ι) (s : Spin) : A := star (c i s) * c i s
```

From here `A` is a complex algebra. The substituted modes are $d_{is}=\varepsilon_i c_{is}^\dagger$ for spins in a chosen set $S$, and $d_{is}=c_{is}$ for the others.

```lean
variable [Algebra ℂ A]

/-- The substitution of `ε i` times the creation operator for the annihilation operator,
made for the spins in `S` only. -/
def particleHole (ε : ι → ℝ) (S : Finset Spin) (c : ι → Spin → A) : ι → Spin → A :=
  fun i s => if s ∈ S then (ε i : ℂ) • star (c i s) else c i s
```

The hopping operator of spin $s$ is $T_s=\sum_{ij}t_{ij}c_{is}^\dagger c_{js}$, over ordered pairs of a finite set of sites.

```lean
/-- The hopping operator of the electrons with spin `s`. -/
def hopping [Fintype ι] (t : Matrix ι ι ℝ) (c : ι → Spin → A) (s : Spin) : A :=
  ∑ i, ∑ j, (t i j : ℂ) • (star (c i s) * c j s)
```

The Hamiltonian is

$$H(t,U)=-\sum_s T_s+U\sum_i (n_{i\uparrow}-\tfrac12)(n_{i\downarrow}-\tfrac12).$$

Expanding the product gives the usual $U n_{i\uparrow}n_{i\downarrow}$ with chemical potential $U/2$ and a constant. Since `hubbard` is a function of the modes, substituting means evaluating it at $d$ instead of $c$.

```lean
/-- The Hubbard Hamiltonian with the interaction written symmetrically about half filling. -/
def hubbard [Fintype ι] (t : Matrix ι ι ℝ) (U : ℝ) (c : ι → Spin → A) : A :=
  -∑ s, hopping t c s + (U : ℂ) • ∑ i,
    (number c i .up - (1 / 2 : ℂ) • (1 : A)) * (number c i .down - (1 / 2 : ℂ) • (1 : A))
```

## Occupations and hopping under the substitution

For $s\in S$, $\varepsilon_i^2=1$ gives $d_{is}^\dagger d_{is}=c_{is}c_{is}^\dagger=1-n_{is}$. In the proof, `hsq` is the squared sign and `hm` the anticommutator. The assumed `StarModule` makes the adjoint conjugate scalars, which leaves the real signs alone.

```lean
variable [StarModule ℂ A] {c : ι → Spin → A} {ε : ι → ℝ} {t : Matrix ι ι ℝ}


/-- For canonical modes and signs `±1`, the occupation number `n` of a transformed spin
becomes `1 - n`. -/
theorem number_particleHole (hε : ∀ i, ε i = 1 ∨ ε i = -1) (h : IsCAR c)
    {S : Finset Spin} {s : Spin} (hs : s ∈ S) (i : ι) :
    number (particleHole ε S c) i s = 1 - number c i s := by
  have hsq : (ε i : ℂ) * (ε i : ℂ) = 1 := by
    rcases hε i with e | e <;> simp [e]
  have hm := h.mixed i s i s
  rw [if_pos ⟨rfl, rfl⟩] at hm
  simp only [number, particleHole, if_pos hs, star_smul, star_star,
    Complex.star_def, Complex.conj_ofReal, smul_mul_smul_comm, hsq, one_smul]
  exact eq_sub_of_add_eq hm
```

For a bond, $i\ne j$ and $\varepsilon_j\varepsilon_i=-1$, so

$$t_{ji}\,d_{js}^\dagger d_{is}=-t_{ji}\,c_{js}c_{is}^\dagger=t_{ij}\,c_{is}^\dagger c_{js}.$$

The proof turns on `Finset.sum_comm`, which exchanges the order of the double sum. A substituted hop equals the reversed original hop, so the two sums do not agree term by term as written. After the exchange, `Finset.sum_congr` compares the $(j,i)$ term on the left with the $(i,j)$ term on the right, and the identity above closes each case with $t_{ij}\neq0$. Spins outside $S$ are untouched.

```lean
/-- On a bipartite lattice with canonical modes, the hopping operator of each spin is
unchanged by the particle-hole substitution on any set of spins. -/
theorem hopping_particleHole [Fintype ι] (hb : IsBipartite ε t) (h : IsCAR c)
    (S : Finset Spin) (s : Spin) :
    hopping t (particleHole ε S c) s = hopping t c s := by
  by_cases hs : s ∈ S
  · unfold hopping
    rw [Finset.sum_comm]
    refine Finset.sum_congr rfl fun i _ => Finset.sum_congr rfl fun j _ => ?_
    by_cases ht : t i j = 0
    · simp [hb.symm j i, ht]
    · have hopp := hb.bond i j ht
      have hij : i ≠ j := by
        rintro rfl
        rcases hb.sign i with e | e <;> linarith
      have hprod : (ε j : ℂ) * (ε i : ℂ) = -1 := by
        rw [hopp]
        rcases hb.sign i with e | e <;> simp [e]
      have hm := h.mixed j s i s
      rw [if_neg (fun e => hij e.1.symm)] at hm
      -- the sign of the bond cancels the sign from reordering
      simp only [particleHole, if_pos hs, star_smul, star_star,
        Complex.star_def, Complex.conj_ofReal, smul_mul_smul_comm, hprod]
      rw [hb.symm j i, eq_neg_of_add_eq_zero_left hm, neg_smul, one_smul, neg_neg]
  · simp only [hopping, particleHole, if_neg hs]
```

## Both spins, or spin down only

With both spins substituted, every $n_{is}-\tfrac12$ changes sign, and `neg_mul_neg` cancels the two signs in each product.

```lean
/-- On a bipartite lattice with canonical modes, the particle-hole substitution for both
spins leaves the Hubbard Hamiltonian unchanged. -/
theorem hubbard_particleHole [Fintype ι] (hb : IsBipartite ε t) (h : IsCAR c) (U : ℝ) :
    hubbard t U (particleHole ε Finset.univ c) = hubbard t U c := by
  have hn : ∀ i s, number (particleHole ε Finset.univ c) i s - (1 / 2 : ℂ) • (1 : A) =
      -(number c i s - (1 / 2 : ℂ) • (1 : A)) := fun i s => by
    rw [number_particleHole hb.sign h (Finset.mem_univ s)]
    module
  simp only [hubbard, hopping_particleHole hb h, hn, neg_mul_neg]
```

The bond condition matters even on one site. Take $\varepsilon_0=1$ and $t_{00}=1$: then $-\sum_s n_{0s}$ becomes $-2+\sum_s n_{0s}$, which on the empty site is $-2$ instead of $0$.

With spin down alone, one factor per site changes sign, and the sum collects it into $-U$.

```lean
/-- On a bipartite lattice with canonical modes, the particle-hole substitution for spin
down only changes the interaction strength from `U` to `-U`. -/
theorem hubbard_particleHole_down [Fintype ι] (hb : IsBipartite ε t) (h : IsCAR c)
    (U : ℝ) : hubbard t U (particleHole ε {Spin.down} c) = hubbard t (-U) c := by
  have hu : ∀ i, number (particleHole ε {Spin.down} c) i .up = number c i .up :=
    fun i => by simp [number, particleHole]
  have hd : ∀ i, number (particleHole ε {Spin.down} c) i .down - (1 / 2 : ℂ) • (1 : A) =
      -(number c i .down - (1 / 2 : ℂ) • (1 : A)) := fun i => by
    rw [number_particleHole hb.sign h (Finset.mem_singleton_self _)]
    module
  simp only [hubbard, hopping_particleHole hb h, hu, hd, mul_neg,
    Finset.sum_neg_distrib, smul_neg, Complex.ofReal_neg, neg_smul]
```

The same substitution gives

$$d_{i\uparrow}^\dagger d_{i\uparrow}+d_{i\downarrow}^\dagger d_{i\downarrow}-1=n_{i\uparrow}-n_{i\downarrow},$$

and the difference of the new occupations is $n_{i\uparrow}-(1-n_{i\downarrow})=n_{i\uparrow}+n_{i\downarrow}-1$. For finite bipartite Hubbard models with real hopping, this relates charge in the attractive model to magnetisation along the spin axis in the repulsive one.

```lean
/-- For canonical modes and signs `±1`, the spin-down substitution exchanges the charge of
a site, counted from half filling, with its spin imbalance. -/
theorem charge_spin_exchange (hε : ∀ i, ε i = 1 ∨ ε i = -1) (h : IsCAR c) (i : ι) :
    let d := particleHole ε {Spin.down} c
    number d i .up + number d i .down - 1 = number c i .up - number c i .down ∧
    number d i .up - number d i .down = number c i .up + number c i .down - 1 := by
  intro d
  have hu : number d i .up = number c i .up := by simp [d, number, particleHole]
  have hd : number d i .down = 1 - number c i .down :=
    number_particleHole hε h (Finset.mem_singleton_self _) i
  rw [hu, hd]
  constructor <;> abel
```

These are identities between operators in one algebra; they neither construct a unitary that carries out the substitution nor say anything about the ground state.

## Two sites as explicit matrices

A single mode has the basis empty, occupied. Its annihilation matrix is `lower`, and `parity` gives the occupied state a minus sign.

```lean
/-- The annihilation matrix of a single fermionic mode. -/
def lower : Matrix (Fin 2) (Fin 2) ℂ := !![0, 1; 0, 0]

/-- The parity matrix of a single fermionic mode. -/
def parity : Matrix (Fin 2) (Fin 2) ℂ := !![1, 0; 0, -1]
```

Four modes act on a 16-dimensional space. Each annihilator carries a parity matrix on every earlier mode, which makes different modes anticommute.

```lean
/-- The Jordan–Wigner matrices for two sites with two spins each. -/
def jordanWigner : Fin 2 → Spin →
    Matrix (Fin 2 × Fin 2 × Fin 2 × Fin 2) (Fin 2 × Fin 2 × Fin 2 × Fin 2) ℂ
  | 0, .up => lower ⊗ₖ (1 ⊗ₖ (1 ⊗ₖ 1))
  | 0, .down => parity ⊗ₖ (lower ⊗ₖ (1 ⊗ₖ 1))
  | 1, .up => parity ⊗ₖ (parity ⊗ₖ (lower ⊗ₖ 1))
  | 1, .down => parity ⊗ₖ (parity ⊗ₖ (parity ⊗ₖ lower))
```

These matrices and a single bond satisfy all the assumptions. The proof tabulates the single-mode products, such as `h6` for the sign from reordering, then multiplies factor by factor for every pair of modes.

```lean
/-- The Jordan–Wigner matrices are canonical modes, and two sites of opposite sign joined
by one bond form a bipartite lattice. -/
theorem jordanWigner_witness :
    IsCAR jordanWigner ∧ IsBipartite ![1, -1] !![0, 1; 1, 0] := by
  have two : ∀ i : Fin 2, i = 0 ∨ i = 1 := by decide
  -- products of the single-mode matrices
  have h1 : parityᴴ = parity := by
    ext i j; fin_cases i <;> fin_cases j <;> simp [parity]
  have h2 : parity * parity = 1 := by
    ext i j; fin_cases i <;> fin_cases j <;> simp [parity]
  have h3 : lower * lower = 0 := by
    ext i j; fin_cases i <;> fin_cases j <;> simp [lower]
  have h4 : lowerᴴ * lowerᴴ = 0 := by
    rw [← conjTranspose_mul, h3, conjTranspose_zero]
  have h5 : parity * lower = lower := by
    ext i j; fin_cases i <;> fin_cases j <;> simp [parity, lower]
  have h6 : lower * parity = (-1 : ℂ) • lower := by
    ext i j; fin_cases i <;> fin_cases j <;> simp [parity, lower]
  have h7 : lowerᴴ * parity = lowerᴴ := by
    rw [← h1, ← conjTranspose_mul, h5]
  have h8 : parity * lowerᴴ = (-1 : ℂ) • lowerᴴ := by
    ext i j; fin_cases i <;> fin_cases j <;>
      simp [parity, lower, Matrix.mul_apply, Fin.sum_univ_succ]
  have hL : lowerᴴ = !![0, 0; 1, 0] := by
    ext i j; fin_cases i <;> fin_cases j <;> simp [lower]
  have h9 : lowerᴴ * lower = (-1 : ℂ) • (lower * lowerᴴ) + 1 := by
    rw [hL]
    ext i j; fin_cases i <;> fin_cases j <;> simp [lower]
  refine ⟨⟨?_, ?_⟩, ⟨?_, ?_, ?_⟩⟩
  · intro i s j r
    rcases two i with rfl | rfl <;> rcases two j with rfl | rfl <;> cases s <;> cases r <;>
      simp only [jordanWigner, ← mul_kronecker_mul, mul_one, one_mul, h2, h3, h5, h6,
        smul_kronecker, kronecker_smul, zero_kronecker, kronecker_zero] <;> simp
  · intro i s j r
    rcases two i with rfl | rfl <;> rcases two j with rfl | rfl <;> cases s <;> cases r <;>
      simp only [jordanWigner, star_eq_conjTranspose, conjTranspose_kronecker,
        conjTranspose_one, ← mul_kronecker_mul, mul_one, one_mul, h1, h2, h5, h6, h7, h8, h9,
        smul_kronecker, kronecker_smul, add_kronecker, kronecker_add,
        one_kronecker_one] <;> simp
  · intro i
    rcases two i with rfl | rfl <;> simp
  · intro i j
    rcases two i with rfl | rfl <;> rcases two j with rfl | rfl <;> simp
  · intro i j
    rcases two i with rfl | rfl <;> rcases two j with rfl | rfl <;> simp

end

end HubbardParticleHole
```

```lean
#print axioms HubbardParticleHole.hubbard_particleHole
#print axioms HubbardParticleHole.hubbard_particleHole_down
#print axioms HubbardParticleHole.charge_spin_exchange
```

```
'HubbardParticleHole.hubbard_particleHole' depends on axioms: [propext, Classical.choice, Quot.sound]
'HubbardParticleHole.hubbard_particleHole_down' depends on axioms: [propext, Classical.choice, Quot.sound]
'HubbardParticleHole.charge_spin_exchange' depends on axioms: [propext, Classical.choice, Quot.sound]
```
